# The phase-weighted average of cell translations maps every state on a ring into the matching Bloch space

On a ring of M > 0 cells with p grid points each, let T be the translation by one cell, (Tψ)(j) = ψ(j + p), acting on complex functions that need not be normalised. The declaration `blochProjector_mem` states that for ν = 0, …, M − 1 and every ψ, the average φ = (1/M) Σₘ (e^(−2πiν/M) T)ᵐ ψ, with m from 0 to M − 1, satisfies φ(j + p) = e^(2πiν/M) φ(j); φ may be zero. Lean's statement also admits p = 0, where the grid becomes the integers and T the identity. The proof shows that Tᴹ = 1, hence that X = e^(−2πiν/M) T also has Xᴹ = 1, and then uses the geometric sum to show that X leaves the average unchanged.

As first written in Lean, the proof fails:

```lean
import Mathlib

open scoped Real

namespace CyclicBloch

noncomputable section

/-- Complex wave functions on a ring of `M` cells with `p` grid points each. -/
abbrev RingState (M p : ℕ) := ZMod (M * p) → ℂ

/-- The translation by one cell, `(T ψ)(j) = ψ(j + p)`. -/
def cellShift (M p : ℕ) : Module.End ℂ (RingState M p) where
  toFun ψ := fun j => ψ (j + (p : ZMod (M * p)))
  map_add' _ _ := rfl
  map_smul' _ _ := rfl

/-- The Bloch phase `exp(2π i ν / M)`, for `ν = 0, …, M - 1`. -/
def blochPhase (M : ℕ) (ν : Fin M) : ℂ :=
  Complex.exp (2 * π * Complex.I * ((ν : ℕ) : ℂ) / M)

/-- The space of functions with `ψ(j + p) = exp(2π i ν / M) ψ(j)`. -/
def blochSpace (M p : ℕ) (ν : Fin M) : Submodule ℂ (RingState M p) where
  carrier := {ψ | ∀ j, ψ (j + (p : ZMod (M * p))) = blochPhase M ν * ψ j}
  zero_mem' := fun j =>
    show (0 : RingState M p) j = blochPhase M ν * (0 : RingState M p) j from
      (mul_zero (blochPhase M ν)).symm
  add_mem' := fun {a b} ha hb j =>
    (congrArg₂ (· + ·) (ha j) (hb j)).trans (mul_add _ (a j) (b j)).symm
  smul_mem' := fun c ψ h j =>
    (congrArg (c * ·) (h j)).trans (mul_left_comm c _ (ψ j))

/-- The average of the cell translations weighted with inverse Bloch phases. -/
def blochProjector (M p : ℕ) (ν : Fin M) : Module.End ℂ (RingState M p) :=
  (M : ℂ)⁻¹ • ∑ m ∈ Finset.range M, ((blochPhase M ν)⁻¹ • cellShift M p) ^ m

variable {M p : ℕ} [NeZero M] [NeZero p]

omit [NeZero p] in
/-- The Bloch phases are the successive powers of one primitive `M`-th root of unity. -/
theorem blochPhase_root (M : ℕ) [NeZero M] :
    ∃ ζ : ℂ, IsPrimitiveRoot ζ M ∧ ∀ ν : Fin M, blochPhase M ν = ζ ^ (ν : ℕ) := by
  refine ⟨_, Complex.isPrimitiveRoot_exp M (NeZero.ne M), fun ν => ?_⟩
  rw [blochPhase, ← Complex.exp_nat_mul]
  congr 1
  ring

omit [NeZero M] [NeZero p] in
/-- A state lies in a Bloch space exactly when the cell translation multiplies it by the phase. -/
theorem mem_blochSpace_iff {ν : Fin M} {ψ : RingState M p} :
    ψ ∈ blochSpace M p ν ↔ cellShift M p ψ = blochPhase M ν • ψ :=
  ⟨fun h => funext h, fun h j => congrFun h j⟩

omit [NeZero p] in
/-- The Bloch projector sends every state into the corresponding Bloch space. -/
theorem blochProjector_mem (ν : Fin M) (ψ : RingState M p) :
    blochProjector M p ν ψ ∈ blochSpace M p ν := by
  have key : ∀ (m : ℕ) (φ : RingState M p) (j : ZMod (M * p)),
      (cellShift M p ^ m) φ j = φ (j + (m : ZMod (M * p)) * (p : ZMod (M * p))) := by
    intro m
    induction m with
    | zero => intro φ j; simp
    | succ m ih =>
      intro φ j
      rw [pow_succ', Module.End.mul_apply]
      show (cellShift M p ^ m) φ (j + (p : ZMod (M * p))) = _
      rw [ih]
      congr 1
      push_cast
      ring
  -- M cell translations go once around the ring
  have hT : cellShift M p ^ M = 1 := by
    refine LinearMap.ext fun φ => funext fun j => ?_
    rw [key, ← Nat.cast_mul, ZMod.natCast_self, add_zero, Module.End.one_apply]
  have hX : ((blochPhase M ν)⁻¹ • cellShift M p) ^ M = 1 := by
    obtain ⟨ζ, hζ, hν⟩ := blochPhase_root M
    rw [smul_pow, hT, inv_pow, hν, ← pow_mul, mul_comm, pow_mul, hζ.pow_eq_one, one_pow,
      inv_one, one_smul]
  have g := mul_neg_geom_sum ((blochPhase M ν)⁻¹ • cellShift M p) M
  rw [hX, sub_self, sub_mul, one_mul, sub_eq_zero] at g
  set S := ∑ m ∈ Finset.range M, ((blochPhase M ν)⁻¹ • cellShift M p) ^ m
  have hS : S ψ = (blochPhase M ν)⁻¹ • cellShift M p (S ψ) := LinearMap.congr_fun g ψ
  have hS' := (eq_inv_smul_iff₀ (Complex.exp_ne_zero _ : blochPhase M ν ≠ 0)).mp hS
  rw [mem_blochSpace_iff]
  show cellShift M p ((M : ℂ)⁻¹ • S ψ) = blochPhase M ν • (M : ℂ)⁻¹ • S ψ
  rw [map_smul, ← hS']
  exact smul_comm _ _ _

end

end CyclicBloch
```

Compiling this gives:

```
Main.lean:77:46: error: Tactic `rewrite` failed: motive is not type correct:
  fun _a => (ζ ^ (↑ν * M))⁻¹ • 1 = 1
Error: Application type mismatch: The argument
  Pi.addCommMonoid
has type
  AddCommMonoid (ZMod _a → ℂ)
but is expected to have type
  AddCommMonoid (RingState M p)
in the application
  @Module.End ℂ (RingState M p) Complex.instSemiring Pi.addCommMonoid

Explanation: The rewrite tactic rewrites an expression 'e' using an equality 'a = b' by the following process. First, it looks for all 'a' in 'e'. Second, it tries to abstract these occurrences of 'a' to create a function 'm := fun _a => ...', called the *motive*, with the property that 'm a' is definitionally equal to 'e'. Third, we observe that 'congrArg' implies that 'm a = m b', which can be used with lemmas such as 'Eq.mpr' to change the goal. However, if 'e' depends on specific properties of 'a', then the motive 'm' might not typecheck.

Possible solutions: use rewrite's 'occs' configuration option to limit which occurrences are rewritten, or use 'simp' or 'conv' mode, which have strategies for certain kinds of dependencies (these tactics can handle proofs and 'Decidable' instances whose types depend on the rewritten term, and 'simp' can apply user-defined '@[congr]' theorems as well).

M p : ℕ
inst✝ : NeZero M
ν : Fin M
ψ : RingState M p
key : ∀ (m : ℕ) (φ : RingState M p) (j : ZMod (M * p)), (cellShift M p ^ m) φ j = φ (j + ↑m * ↑p)
hT : cellShift M p ^ M = 1
ζ : ℂ
hζ : IsPrimitiveRoot ζ M
hν : ∀ (ν : Fin M), blochPhase M ν = ζ ^ ↑ν
⊢ (ζ ^ (↑ν * M))⁻¹ • 1 = 1
```

Cause. The error arises in the proof of `hX`, at the bare `mul_comm`. The goal there is `(ζ ^ (↑ν * M))⁻¹ • 1 = 1`, and the step is meant to turn `↑ν * M` into `M * ↑ν`. Without arguments, though, `mul_comm` fits any suitable product, and `rw` settled on the `M * p` hidden in the type of the endomorphism `1`. The message shows this: in the motive the exponent `↑ν * M` is untouched, while an instance now concerns `ZMod _a → ℂ`.

"Motive is not type correct" means that replacing the chosen product by a variable gave an ill-typed expression. Here the product was replaced inside the instance `Pi.addCommMonoid`, but `RingState M p`, which hides the same product behind its definition, stayed as it was, so the two no longer agreed.

The repair writes `mul_comm (ν : ℕ) M`, which fixes both factors and so picks out the exponent. Then `pow_mul` gives `(ζ ^ M) ^ ↑ν`, and `hζ.pow_eq_one` can replace `ζ ^ M` by 1.

Lean accepts the file once it reads:

```diff
@@ -75,5 +75,5 @@
   have hX : ((blochPhase M ν)⁻¹ • cellShift M p) ^ M = 1 := by
     obtain ⟨ζ, hζ, hν⟩ := blochPhase_root M
-    rw [smul_pow, hT, inv_pow, hν, ← pow_mul, mul_comm, pow_mul, hζ.pow_eq_one, one_pow,
+    rw [smul_pow, hT, inv_pow, hν, ← pow_mul, mul_comm (ν : ℕ) M, pow_mul, hζ.pow_eq_one, one_pow,
       inv_one, one_smul]
   have g := mul_neg_geom_sum ((blochPhase M ν)⁻¹ • cellShift M p) M
```
